# The Stillinger-Weber angular sum as squared bond moments and a self term

Let an atom have finitely many neighbours j, with unit bond vectors u_j in three dimensions and real weights g_j. Define three moments of the neighbourhood:

r = Σ_j g_j,  v = Σ_j g_j u_j,  Q = Σ_j g_j (u_j u_jᵀ − I/3)

Then the sum over ordered pairs of distinct neighbours is

Σ_{j≠k} g_j g_k (u_j·u_k + 1/3)² = ‖Q‖² + (2/3)‖v‖² + (4/9) r² − (16/9) Σ_j g_j²

where ‖Q‖² is the sum of the squared entries of Q. The reference cosine −1/3 belongs to the tetrahedral angle, at which a pair costs nothing. The weight g_j stands for the radial factor of bond j. For such product weights, the angular energy of an atom is this sum times a constant, and the identity gives it from single sums over the neighbours. A later theorem extends this to every polynomial angular function.

## Bonds, weights and moments

```lean
import Mathlib

open Matrix Finset

namespace StillingerWeberMoments

noncomputable section

variable {ι : Type*} [Fintype ι] {d : ℕ}
```

The file loads Mathlib and fixes a finite type `ι`, whose elements label the neighbours, and a dimension `d`. A bond vector has type `Fin d → ℝ`: a list of d real coordinates.

```lean
/-- Three-body angular energy of one atom: the sum over ordered pairs of distinct neighbours of the
two weights times a function `f` of the dot product of the two bond vectors. -/
def angularEnergy [DecidableEq ι] (f : ℝ → ℝ) (g : ι → ℝ) (u : ι → Fin d → ℝ) : ℝ :=
  ∑ j, ∑ k ∈ univ.erase j, g j * g k * f (u j ⬝ᵥ u k)
```

This defines the energy for any function f of the cosine; the theorems below rewrite it for polynomial f:

E = Σ_j Σ_{k≠j} g_j g_k f(u_j·u_k)

The set `univ.erase j` contains all neighbours except j, and `⬝ᵥ` is the dot product, which equals the cosine of the bond angle when the bond vectors have unit length. Each bond angle is counted twice, once in each order. The definition covers one central atom and only its angular term: the pair energy, the overall energy scale and the dependence of g_j on distance are left out.

```lean
/-- The Stillinger-Weber angular function of the cosine `c`. -/
def swAngular (c : ℝ) : ℝ := (c + 1 / 3) ^ 2
```

This is f(c) = (c + 1/3)².

```lean
/-- Total weight `r` of the neighbours. -/
def totalWeight (g : ι → ℝ) : ℝ := ∑ j, g j
```

This is r.

```lean
/-- Weighted sum `v` of the bond vectors. -/
def bondDipole (g : ι → ℝ) (u : ι → Fin d → ℝ) : Fin d → ℝ := ∑ j, g j • u j
```

This is v. The symbol `•` multiplies a vector by a number.

```lean
/-- The dyad `x xᵀ - I/d` of a bond vector. -/
def tracelessDyad (x : Fin d → ℝ) : Matrix (Fin d) (Fin d) ℝ :=
  vecMulVec x x - (1 / (d : ℝ)) • (1 : Matrix (Fin d) (Fin d) ℝ)
```

For a vector x this is the matrix x xᵀ − I/d, with entries x_a x_b − δ_ab/d. Its trace vanishes when x is a unit vector.

```lean
/-- Weighted sum `Q` of the dyads `u uᵀ - I/d` of the bonds. -/
def bondQuadrupole (g : ι → ℝ) (u : ι → Fin d → ℝ) : Matrix (Fin d) (Fin d) ℝ :=
  ∑ j, g j • tracelessDyad (u j)
```

This is Q, now in d dimensions.

```lean
/-- Squared Frobenius norm of a real matrix. -/
def frobSq (A : Matrix (Fin d) (Fin d) ℝ) : ℝ := ∑ a, ∑ b, A a b ^ 2
```

This is ‖A‖² = Σ_a Σ_b A_ab². The squared length of v needs no definition of its own, since it is written as the dot product of v with itself.

```lean
/-- Component `α` of the rank-`n` moment tensor of the weighted neighbour density. -/
def momentTensor (g : ι → ℝ) (u : ι → Fin d → ℝ) (n : ℕ) (α : Fin n → Fin d) : ℝ :=
  ∑ j, g j * ∏ i, u j (α i)
```

A component of the rank-n moment is labelled by a choice α of n coordinate indices:

M_n(α) = Σ_j g_j Π_i u_j(α_i)

Rank 0 gives r and rank 1 gives v. Rank 2 gives Σ_j g_j u_j u_jᵀ, which is Q before the trace is removed.

## From squared sums to pair sums

```lean
/-- The summed squares of neighbour sums of features `φ` equal a double sum over neighbours
of the overlaps of their features. -/
theorem sum_sq_neighbour_sum {A : Type*} [Fintype A] (g : ι → ℝ) (φ : ι → A → ℝ) :
    ∑ α, (∑ j, g j * φ j α) ^ 2 = ∑ j, ∑ k, g j * g k * ∑ α, φ j α * φ k α := by
  calc ∑ α, (∑ j, g j * φ j α) ^ 2
      = ∑ α, ∑ j, ∑ k, (g j * φ j α) * (g k * φ k α) :=
        sum_congr rfl fun α _ => by rw [sq, Finset.sum_mul_sum]
    _ = ∑ j, ∑ k, ∑ α, (g j * φ j α) * (g k * φ k α) :=
        Finset.sum_comm.trans (sum_congr rfl fun j _ => Finset.sum_comm)
    _ = _ := by
        refine sum_congr rfl fun j _ => sum_congr rfl fun k _ => ?_
        rw [Finset.mul_sum]
        exact sum_congr rfl fun α _ => by ring
```

In a Lean theorem, the assumptions stand before the colon, the claim after it, and the proof after `:=`. Here every neighbour j carries a list of numbers φ_j(α), its features. The claim follows by expanding the square and exchanging the finite sums:

Σ_α (Σ_j g_j φ_j(α))² = Σ_α Σ_j Σ_k g_j φ_j(α) g_k φ_k(α) = Σ_j Σ_k g_j g_k Σ_α φ_j(α) φ_k(α)

The `calc` block is this chain of equalities. `Finset.sum_mul_sum` expands the square, `Finset.sum_comm` exchanges the sums, and `ring` does the remaining algebra.

```lean
/-- A double sum over neighbours equals its part over distinct pairs plus the diagonal. -/
private theorem sum_offdiag [DecidableEq ι] (F : ι → ι → ℝ) :
    ∑ j, ∑ k ∈ univ.erase j, F j k = ∑ j, ∑ k, F j k - ∑ j, F j j := by
  rw [← Finset.sum_sub_distrib]
  refine sum_congr rfl fun j _ => ?_
  have h := Finset.add_sum_erase univ (F j) (mem_univ j)
  linarith
```

The sum over distinct pairs is the full double sum minus its diagonal:

Σ_j Σ_{k≠j} F_jk = Σ_j Σ_k F_jk − Σ_j F_jj

The proof does this for each j separately, by splitting off the term k = j.

```lean
/-- The dyads `x xᵀ - I/d` and `y yᵀ - I/d` of two unit vectors contract to the squared
cosine of their angle minus `1/d`. -/
theorem tracelessDyad_contract (x y : Fin d → ℝ) (hx : x ⬝ᵥ x = 1) (hy : y ⬝ᵥ y = 1) :
    ∑ a, ∑ b, tracelessDyad x a b * tracelessDyad y a b = (x ⬝ᵥ y) ^ 2 - 1 / d := by
  have hd : (d : ℝ) ≠ 0 := by
    intro h
    have h0 : d = 0 := by exact_mod_cast h
    subst h0
    simp [dotProduct] at hx
  have key : ∀ a b, tracelessDyad x a b * tracelessDyad y a b = (x a * y a) * (x b * y b)
      - (if a = b then (x a * x a + y a * y a) / (d : ℝ) - 1 / (d : ℝ) ^ 2 else 0) := by
    intro a b
    by_cases h : a = b
    · subst h
      simp [tracelessDyad, vecMulVec_apply]
      ring
    · simp [tracelessDyad, vecMulVec_apply, h]
      ring
  have e : (d : ℝ) * (1 / (d : ℝ) ^ 2) = 1 / d := by field_simp
  simp only [dotProduct] at hx hy ⊢
  simp only [key, Finset.sum_sub_distrib, Finset.sum_ite_eq, Finset.mem_univ, if_true]
  rw [← Finset.sum_mul_sum, ← Finset.sum_div, Finset.sum_add_distrib, hx, hy,
    Finset.sum_const, Finset.card_univ, Fintype.card_fin, nsmul_eq_mul, e]
  ring
```

The hypotheses `hx` and `hy` say that x and y are unit vectors. Multiplying out gives

Σ_ab (x_a x_b − δ_ab/d)(y_a y_b − δ_ab/d) = (x·y)² − (x·x)/d − (y·y)/d + d/d² = (x·y)² − 1/d

In the proof, `key` multiplies out one entry, treating a = b and a ≠ b separately. The final `rw`, which replaces expressions by equal ones, carries out the sums and inserts x·x = y·y = 1. The step `hd` shows that d is not zero, because a space without coordinates has no unit vector.

```lean
/-- The squared length of `v` is the weighted double sum over neighbours of the dot products of
their bond vectors. -/
theorem bondDipole_sq (g : ι → ℝ) (u : ι → Fin d → ℝ) :
    bondDipole g u ⬝ᵥ bondDipole g u = ∑ j, ∑ k, g j * g k * (u j ⬝ᵥ u k) := by
  calc bondDipole g u ⬝ᵥ bondDipole g u = ∑ a, (∑ j, g j * u j a) ^ 2 := by
        simp [dotProduct, bondDipole, Finset.sum_apply, sq]
    _ = _ := sum_sq_neighbour_sum g u
```

With the coordinates of u_j as features, the expansion of the square gives

‖v‖² = Σ_j Σ_k g_j g_k (u_j·u_k)

No unit length is needed here.

```lean
/-- For unit bonds, the squared Frobenius norm of `Q` is the weighted double sum over neighbours of
`cos² - 1/d`. -/
theorem frobSq_bondQuadrupole (g : ι → ℝ) (u : ι → Fin d → ℝ) (hu : ∀ j, u j ⬝ᵥ u j = 1) :
    frobSq (bondQuadrupole g u) = ∑ j, ∑ k, g j * g k * ((u j ⬝ᵥ u k) ^ 2 - 1 / d) := by
  calc frobSq (bondQuadrupole g u)
      = ∑ p : Fin d × Fin d, (∑ j, g j * tracelessDyad (u j) p.1 p.2) ^ 2 := by
        rw [Fintype.sum_prod_type]
        simp [frobSq, bondQuadrupole, Matrix.sum_apply]
    _ = _ := sum_sq_neighbour_sum g fun j (p : Fin d × Fin d) => tracelessDyad (u j) p.1 p.2
    _ = _ := by
        refine sum_congr rfl fun j _ => sum_congr rfl fun k _ => ?_
        rw [Fintype.sum_prod_type, tracelessDyad_contract _ _ (hu j) (hu k)]
```

Now the features are the d² entries of the dyad of u_j, labelled by pairs p = (a, b). The expansion produces contractions of two dyads, which have just been computed:

‖Q‖² = Σ_j Σ_k g_j g_k ((u_j·u_k)² − 1/d)

## The identity for any reference cosine

```lean
/-- For unit bonds in `d` dimensions and any reference cosine `c₀`, the quadratic three-body
angular energy is a combination of `‖Q‖²`, `‖v‖²`, `r²` and the sum of squared weights. -/
theorem angularEnergy_quadratic [DecidableEq ι] (c₀ : ℝ) (g : ι → ℝ) (u : ι → Fin d → ℝ)
    (hu : ∀ j, u j ⬝ᵥ u j = 1) :
    angularEnergy (fun c => (c - c₀) ^ 2) g u =
      frobSq (bondQuadrupole g u) - 2 * c₀ * (bondDipole g u ⬝ᵥ bondDipole g u)
        + (1 / d + c₀ ^ 2) * totalWeight g ^ 2 - (1 - c₀) ^ 2 * ∑ j, g j ^ 2 := by
  have hr : totalWeight g ^ 2 = ∑ j, ∑ k, g j * g k := by
    rw [totalWeight, sq, Finset.sum_mul_sum]
  -- the unrestricted double sum is fixed by the three moments
  have hs : ∑ j, ∑ k, g j * g k * (u j ⬝ᵥ u k - c₀) ^ 2 =
      frobSq (bondQuadrupole g u) - 2 * c₀ * (bondDipole g u ⬝ᵥ bondDipole g u)
        + (1 / d + c₀ ^ 2) * totalWeight g ^ 2 := by
    rw [frobSq_bondQuadrupole g u hu, bondDipole_sq, hr]
    simp only [Finset.mul_sum, ← Finset.sum_sub_distrib, ← Finset.sum_add_distrib]
    exact sum_congr rfl fun j _ => sum_congr rfl fun k _ => by ring
  -- the diagonal pairs each bond with itself, at cosine one
  have hd : ∑ j, g j * g j * (u j ⬝ᵥ u j - c₀) ^ 2 = (1 - c₀) ^ 2 * ∑ j, g j ^ 2 := by
    rw [Finset.mul_sum]
    exact sum_congr rfl fun j _ => by rw [hu j]; ring
  simp only [angularEnergy]
  rw [sum_offdiag, hs, hd]
```

The hypothesis `hu` says that every bond vector has unit length. The reference cosine c₀ is an arbitrary real number. Write c_jk = u_j·u_k and split the square:

(c_jk − c₀)² = (c_jk² − 1/d) − 2c₀ c_jk + (1/d + c₀²)

Multiply by g_j g_k and sum over all j and k. The three parts become ‖Q‖², ‖v‖² and r²:

Σ_j Σ_k g_j g_k (c_jk − c₀)² = ‖Q‖² − 2c₀‖v‖² + (1/d + c₀²) r²

This is `hs` in the proof, with `hr` supplying r² as a double sum. The diagonal pairs each bond with itself, at c_jj = 1, and contributes (1 − c₀)² Σ_j g_j², which is `hd`. The last line subtracts it.

The same argument works with a second set of weights h_j, whose moments are r′, v′ and Q′:

Σ_{j≠k} g_j h_k (c_jk − c₀)² = Σ_ab Q_ab Q′_ab − 2c₀ v·v′ + (1/d + c₀²) r r′ − (1 − c₀)² Σ_j g_j h_j

This two-weight form is derived here by hand and is not among the theorems of the file. In an alloy, g could be nonzero only on neighbours of one species and h only on those of another; the last term then vanishes.

```lean
/-- The Stillinger-Weber angular energy of weighted unit bonds in three dimensions equals
`‖Q‖² + (2/3)‖v‖² + (4/9) r² - (16/9) ∑ g²`. -/
theorem stillingerWeber_moments [DecidableEq ι] (g : ι → ℝ) (u : ι → Fin 3 → ℝ)
    (hu : ∀ j, u j ⬝ᵥ u j = 1) :
    angularEnergy swAngular g u =
      frobSq (bondQuadrupole g u) + 2 / 3 * (bondDipole g u ⬝ᵥ bondDipole g u)
        + 4 / 9 * totalWeight g ^ 2 - 16 / 9 * ∑ j, g j ^ 2 := by
  have e : swAngular = fun c => (c - (-1 / 3)) ^ 2 := by
    funext c
    simp only [swAngular]
    ring
  rw [e, angularEnergy_quadratic (-1 / 3) g u hu]
  push_cast
  ring
```

Setting d = 3 and c₀ = −1/3 gives the coefficients of the opening formula:

−2c₀ = 2/3,  1/3 + c₀² = 4/9,  (1 − c₀)² = 16/9

The step `e` rewrites c + 1/3 as c − (−1/3), so that the general theorem applies.

The identity can fail when bonds are not of unit length. Take a single neighbour with weight 1 and the bond vector (2, 0, 0). There is no pair, so the left side is 0. On the right, Q is diagonal with entries 11/3, −1/3, −1/3, and the sum is

123/9 + 24/9 + 4/9 − 16/9 = 15

## Polynomial angular functions

```lean
/-- For any polynomial angular function `P`, the three-body energy of unit bonds is a sum of
squared moment tensors weighted by the coefficients of `P`, minus `P(1) ∑ g²`. -/
theorem angularEnergy_polynomial [DecidableEq ι] (P : Polynomial ℝ) (g : ι → ℝ)
    (u : ι → Fin d → ℝ) (hu : ∀ j, u j ⬝ᵥ u j = 1) :
    angularEnergy (fun c => P.eval c) g u =
      ∑ n ∈ range (P.natDegree + 1), P.coeff n * ∑ α, momentTensor g u n α ^ 2
        - P.eval 1 * ∑ j, g j ^ 2 := by
  -- a power of the cosine is a contraction of two rank-n tensors
  have hm : ∀ n, ∑ α, momentTensor g u n α ^ 2 =
      ∑ j, ∑ k, g j * g k * (u j ⬝ᵥ u k) ^ n := by
    intro n
    simp only [momentTensor]
    rw [sum_sq_neighbour_sum g fun j (α : Fin n → Fin d) => ∏ i, u j (α i)]
    refine sum_congr rfl fun j _ => sum_congr rfl fun k _ => ?_
    simp only [dotProduct, Fintype.sum_pow, Finset.prod_mul_distrib]
  have hs : ∑ n ∈ range (P.natDegree + 1), P.coeff n * ∑ α, momentTensor g u n α ^ 2 =
      ∑ j, ∑ k, g j * g k * P.eval (u j ⬝ᵥ u k) := by
    simp only [hm, Finset.mul_sum]
    rw [Finset.sum_comm]
    refine sum_congr rfl fun j _ => ?_
    rw [Finset.sum_comm]
    refine sum_congr rfl fun k _ => ?_
    rw [Polynomial.eval_eq_sum_range, Finset.mul_sum]
    exact sum_congr rfl fun n _ => by ring
  have hd : ∑ j, g j * g j * P.eval (u j ⬝ᵥ u j) = P.eval 1 * ∑ j, g j ^ 2 := by
    rw [Finset.mul_sum]
    exact sum_congr rfl fun j _ => by rw [hu j]; ring
  simp only [angularEnergy]
  rw [sum_offdiag, hs, hd]
```

Let P(c) = Σ_n p_n cⁿ. A power of a dot product is itself a contraction of two tensors:

(u_j·u_k)ⁿ = (Σ_a u_j(a) u_k(a))ⁿ = Σ_α Π_i u_j(α_i) u_k(α_i)

With the products Π_i u_j(α_i) as features, the expansion of the square gives

Σ_α M_n(α)² = Σ_j Σ_k g_j g_k (u_j·u_k)ⁿ

This is `hm`. Multiplying by p_n and summing over n gives the full double sum of P, which is `hs`. The diagonal is P(1) Σ_j g_j², so

E = Σ_n p_n Σ_α M_n(α)² − P(1) Σ_j g_j²

In Lean, `P.coeff n` is p_n, and `range (P.natDegree + 1)` lets n run from 0 to the degree of P.

## Equal moments, different energies

```lean
/-- Corners of a cube, listed as one tetrahedron followed by the opposite one. -/
def cubeSign : Fin 8 → Fin 3 → ℝ :=
  ![![1, 1, 1], ![1, -1, -1], ![-1, 1, -1], ![-1, -1, 1],
    ![-1, -1, -1], ![-1, 1, 1], ![1, -1, 1], ![1, 1, -1]]
```

The eight corners of a cube have coordinates ±1. The first four form a regular tetrahedron, and the last four are their opposites.

```lean
/-- Bond vectors from the centre of a cube towards its corners, scaled by `1/√3`. -/
def cubeBond (j : Fin 8) (a : Fin 3) : ℝ := cubeSign j a / √3
```

Division by √3 turns the corners into unit bonds with coordinates ±1/√3.

```lean
/-- Weights `1 + t` on one tetrahedron of cube corners and `1 - t` on the other. -/
def cubeWeight (t : ℝ) : Fin 8 → ℝ :=
  ![1 + t, 1 + t, 1 + t, 1 + t, 1 - t, 1 - t, 1 - t, 1 - t]
```

A real parameter t shifts weight from one tetrahedron to the other. A Stillinger-Weber radial factor is never negative and always below 1. For −1 ≤ t ≤ 1 the weights are such factors up to a common positive scale, which only rescales the energy; other values of t are allowed only as algebra.

```lean
/-- For the eight unit bonds to the corners of a cube, `r`, `v` and `Q` do not depend on the
imbalance `t` between the two tetrahedra, while the Stillinger-Weber energy does. -/
theorem cube_self_term (t : ℝ) :
    (∀ j, cubeBond j ⬝ᵥ cubeBond j = 1) ∧ totalWeight (cubeWeight t) = 8 ∧
      bondDipole (cubeWeight t) cubeBond = 0 ∧ bondQuadrupole (cubeWeight t) cubeBond = 0 ∧
      angularEnergy swAngular (cubeWeight t) cubeBond = 128 / 9 * (1 - t ^ 2) := by
  have hc : ∀ j a b, cubeBond j a * cubeBond j b = cubeSign j a * cubeSign j b / 3 := by
    intro j a b
    rw [cubeBond, cubeBond, div_mul_div_comm, Real.mul_self_sqrt (by norm_num)]
  have hu : ∀ j, cubeBond j ⬝ᵥ cubeBond j = 1 := by
    intro j
    simp only [dotProduct, hc, Fin.sum_univ_three]
    fin_cases j <;> simp [cubeSign] <;> norm_num
  have hr : totalWeight (cubeWeight t) = 8 := by
    simp only [totalWeight, Fin.sum_univ_eight]
    simp [cubeWeight]
    ring
  have hv : bondDipole (cubeWeight t) cubeBond = 0 := by
    ext a
    simp only [bondDipole, Finset.sum_apply, Pi.smul_apply, smul_eq_mul, cubeBond,
      Fin.sum_univ_eight, Pi.zero_apply]
    fin_cases a <;> simp [cubeSign, cubeWeight] <;> ring
  have hQ : bondQuadrupole (cubeWeight t) cubeBond = 0 := by
    ext a b
    simp only [bondQuadrupole, Matrix.sum_apply, Matrix.smul_apply, tracelessDyad,
      Matrix.sub_apply, vecMulVec_apply, hc, smul_eq_mul, Fin.sum_univ_eight,
      Matrix.zero_apply]
    fin_cases a <;> fin_cases b <;> simp [cubeSign, cubeWeight] <;> ring
  have hg : ∑ j, cubeWeight t j ^ 2 = 8 * (1 + t ^ 2) := by
    simp only [Fin.sum_univ_eight]
    simp [cubeWeight]
    ring
  refine ⟨hu, hr, hv, hQ, ?_⟩
  -- only the self term still depends on t
  rw [stillingerWeber_moments _ _ hu, hr, hv, hQ, hg]
  simp [frobSq]
  ring

end

end StillingerWeberMoments
```

The symbol `∧` means "and". The theorem states that the bonds are unit vectors and that, for every t,

r = 8,  v = 0,  Q = 0,  E = (128/9)(1 − t²)

By hand, r = 4(1 + t) + 4(1 − t) = 8. The bonds of each tetrahedron sum to zero, and so do their traceless dyads, hence v = 0 and Q = 0. The squared weights add up to 4(1 + t)² + 4(1 − t)² = 8(1 + t²), and the identity gives

E = (4/9)·64 − (16/9)·8(1 + t²) = (128/9)(1 − t²)

The proof establishes the same facts as `hu`, `hr`, `hv`, `hQ` and `hg`, with `fin_cases` running through the corners or coordinates one by one, and then applies the Stillinger-Weber identity. At t = 1 only one perfect tetrahedron keeps its weight, and the energy is zero; at t = 0 all eight bonds count equally, and it is 128/9. The moments r, v and Q are the same in both cases, so they do not determine the energy without Σ_j g_j².

```lean
#print axioms StillingerWeberMoments.stillingerWeber_moments
-- 'StillingerWeberMoments.stillingerWeber_moments' depends on axioms: [propext, Classical.choice, Quot.sound]
#print axioms StillingerWeberMoments.angularEnergy_polynomial
-- 'StillingerWeberMoments.angularEnergy_polynomial' depends on axioms: [propext, Classical.choice, Quot.sound]
#print axioms StillingerWeberMoments.cube_self_term
-- 'StillingerWeberMoments.cube_self_term' depends on axioms: [propext, Classical.choice, Quot.sound]
```
